# Velocity Verlet on an inverted oscillator: a position shift $e$ at reversal returns as $e\cosh(ns)$

The disturbance in a time-reversal experiment on a particle pushed off a parabolic barrier is modelled here as a single displacement $e$ of its position at the moment of reversal, with $n$ velocity Verlet steps of length $h$ before it and $n$ after it. If the acceleration at position $q$ is $k^2q$ and $s$ satisfies $\cosh s = 1 + h^2k^2/2$, the final position differs from the initial one by exactly $e\cosh(ns)$.

```lean
import Mathlib

open Real Filter Topology

namespace LoschmidtEchoVerlet

noncomputable section

/-- One velocity Verlet step of length `h` for a unit mass with acceleration `a`,
acting on a state (position, momentum). -/
def velocityVerlet (a : ℝ → ℝ) (h : ℝ) (x : ℝ × ℝ) : ℝ × ℝ :=
  let q := x.1 + h * x.2 + h ^ 2 / 2 * a x.1
  (q, x.2 + h / 2 * (a x.1 + a q))

/-- The acceleration `k² q` of the inverted oscillator. -/
def repulsion (k q : ℝ) : ℝ := k ^ 2 * q

/-- Reversal of the momentum. -/
def flipMomentum (x : ℝ × ℝ) : ℝ × ℝ := (x.1, -x.2)

/-- Displacement of the position by `e`. -/
def shiftPosition (e : ℝ) (x : ℝ × ℝ) : ℝ × ℝ := (x.1 + e, x.2)

/-- The Loschmidt echo: `n` Verlet steps, momentum flip, position shift by `e`,
`n` Verlet steps, momentum flip. -/
def loschmidtEcho (k h e : ℝ) (n : ℕ) (x : ℝ × ℝ) : ℝ × ℝ :=
  flipMomentum ((velocityVerlet (repulsion k) h)^[n]
    (shiftPosition e (flipMomentum ((velocityVerlet (repulsion k) h)^[n] x))))

/-- The sequence with `u 0 = 0` and `u (n+1) = cosh s * u n + cosh (n s)`. -/
def sinhRatio (s : ℝ) : ℕ → ℝ
  | 0 => 0
  | n + 1 => cosh s * sinhRatio s n + cosh (n * s)

/-- The sequence `sinhRatio s n` multiplied by `sinh s` is `sinh (n s)`. -/
theorem sinhRatio_mul_sinh (s : ℝ) (n : ℕ) :
    sinhRatio s n * sinh s = sinh (n * s) := by
  induction n with
  | zero => simp [sinhRatio]
  | succ n ih =>
    have hc : ((n + 1 : ℕ) : ℝ) * s = n * s + s := by push_cast; ring
    have hu : sinhRatio s (n + 1) = cosh s * sinhRatio s n + cosh (n * s) := rfl
    rw [hc, hu, Real.sinh_add]
    linear_combination cosh s * ih

/-- If `cosh s = 1 + h²k²/2`, then `sinh² s = h²k² (1 + h²k²/4)`. -/
theorem sinh_sq_of_step {k h s : ℝ} (hs : cosh s = 1 + h ^ 2 * k ^ 2 / 2) :
    h ^ 2 * k ^ 2 * (1 + h ^ 2 * k ^ 2 / 4) = sinh s ^ 2 := by
  have h1 := Real.cosh_sq s
  rw [hs] at h1
  linear_combination h1

/-- Closed form of `n` velocity Verlet steps for the inverted oscillator, when
`cosh s = 1 + h²k²/2`. -/
theorem verlet_iterate {k h s : ℝ} (hs : cosh s = 1 + h ^ 2 * k ^ 2 / 2)
    (n : ℕ) (x : ℝ × ℝ) :
    (velocityVerlet (repulsion k) h)^[n] x =
      (cosh (n * s) * x.1 + h * sinhRatio s n * x.2,
        h * k ^ 2 * (1 + h ^ 2 * k ^ 2 / 4) * sinhRatio s n * x.1
          + cosh (n * s) * x.2) := by
  induction n with
  | zero => simp [sinhRatio]
  | succ n ih =>
    have hc : ((n + 1 : ℕ) : ℝ) * s = n * s + s := by push_cast; ring
    have hr : sinhRatio s (n + 1) = cosh s * sinhRatio s n + cosh (n * s) := rfl
    have key := sinh_sq_of_step hs
    have hu := sinhRatio_mul_sinh s n
    rw [Function.iterate_succ_apply', ih, hc, hr, Real.cosh_add]
    -- compare positions and momenta using the addition theorem
    apply Prod.ext
    · simp only [velocityVerlet, repulsion]
      linear_combination (-(cosh (n * s) * x.1 + h * sinhRatio s n * x.2)) * hs
        + x.1 * sinhRatio s n * key + x.1 * sinh s * hu
    · simp only [velocityVerlet, repulsion]
      linear_combination (-(h * k ^ 2 * (1 + h ^ 2 * k ^ 2 / 4) * sinhRatio s n * x.1
        + cosh (n * s) * x.2)) * hs
        + x.2 * sinhRatio s n * key + x.2 * sinh s * hu

/-- The full final state of the echo, position and momentum, when
`cosh s = 1 + h²k²/2`. -/
theorem loschmidtEcho_eq {k h s : ℝ} (hs : cosh s = 1 + h ^ 2 * k ^ 2 / 2)
    (e : ℝ) (n : ℕ) (x : ℝ × ℝ) :
    loschmidtEcho k h e n x =
      (x.1 + e * cosh (n * s),
        x.2 - e * (h * k ^ 2 * (1 + h ^ 2 * k ^ 2 / 4) * sinhRatio s n)) := by
  -- the n-step map has determinant one
  have det : cosh (n * s) ^ 2
      - h ^ 2 * k ^ 2 * (1 + h ^ 2 * k ^ 2 / 4) * sinhRatio s n ^ 2 = 1 := by
    linear_combination Real.cosh_sq (n * s) - sinhRatio s n ^ 2 * sinh_sq_of_step hs
      - (sinhRatio s n * sinh s + sinh (n * s)) * sinhRatio_mul_sinh s n
  simp only [loschmidtEcho, verlet_iterate hs, flipMomentum, shiftPosition]
  refine Prod.ext ?_ ?_ <;> dsimp only
  · linear_combination x.1 * det
  · linear_combination x.2 * det

/-- Loschmidt echo of the inverted oscillator: if `cosh s = 1 + h²k²/2`, a position shift
`e` at the reversal changes the final position by exactly `e cosh (n s)` from the initial one. -/
theorem echo_position_error {k h s : ℝ} (hs : cosh s = 1 + h ^ 2 * k ^ 2 / 2)
    (e : ℝ) (n : ℕ) (x : ℝ × ℝ) :
    (loschmidtEcho k h e n x).1 - x.1 = e * cosh (n * s) := by
  rw [loschmidtEcho_eq hs]
  dsimp only
  ring

/-- For every `h` and `k`, the number `s = 2 arsinh (hk/2)` satisfies
`cosh s = 1 + h²k²/2`. -/
theorem cosh_two_arsinh (h k : ℝ) :
    cosh (2 * arsinh (h * k / 2)) = 1 + h ^ 2 * k ^ 2 / 2 := by
  rw [Real.cosh_two_mul, Real.cosh_sq, Real.sinh_arsinh]
  ring

/-- For `h, k > 0` and `cosh s = 1 + h²k²/2`, the growth exponent per step obeys
`|s| < hk`. -/
theorem abs_exponent_lt {k h s : ℝ} (hh : 0 < h) (hk : 0 < k)
    (hs : cosh s = 1 + h ^ 2 * k ^ 2 / 2) : |s| < h * k := by
  have hp : 0 < h * k := mul_pos hh hk
  rcases eq_or_ne s 0 with h0 | h0
  · rw [h0, abs_zero]
    exact hp
  · have ht : 0 < |s| / 2 := half_pos (abs_pos.mpr h0)
    have hlt : |s| / 2 < sinh (|s| / 2) := Real.self_lt_sinh_iff.mpr ht
    -- the half-angle formula gives 2 sinh (|s|/2) = hk
    have h2 : cosh (2 * (|s| / 2)) = 1 + h ^ 2 * k ^ 2 / 2 := by
      rw [mul_div_cancel₀ |s| (two_ne_zero : (2 : ℝ) ≠ 0) |> fun _ =>
        (by ring : 2 * (|s| / 2) = |s|), Real.cosh_abs, hs]
    rw [Real.cosh_two_mul, Real.cosh_sq] at h2
    by_contra hcon
    have hle : h * k ≤ |s| := not_lt.mp hcon
    have h3 : h * k < 2 * sinh (|s| / 2) := by linarith
    nlinarith [mul_pos (sub_pos.mpr h3) (add_pos hp (hp.trans h3))]

/-- For `h, k > 0`, a nonzero shift `e` and at least one step, the echo error in the
position is strictly smaller than `|e| cosh (n h k)`. -/
theorem echo_error_lt {k h e : ℝ} (hh : 0 < h) (hk : 0 < k) (he : e ≠ 0)
    {n : ℕ} (hn : 0 < n) (x : ℝ × ℝ) :
    |(loschmidtEcho k h e n x).1 - x.1| < |e| * cosh (n * (h * k)) := by
  have hs := cosh_two_arsinh h k
  have hn' : (0 : ℝ) < n := by exact_mod_cast hn
  rw [echo_position_error hs, abs_mul, abs_of_pos (Real.cosh_pos _)]
  refine mul_lt_mul_of_pos_left (Real.cosh_lt_cosh.mpr ?_) (abs_pos.mpr he)
  rw [abs_mul, abs_mul (n : ℝ) (h * k), abs_of_pos hn', abs_of_pos (mul_pos hh hk)]
  exact mul_lt_mul_of_pos_left (abs_exponent_lt hh hk hs) hn'

/-- For `y ≥ 0`, `log (cosh y)` lies between `y - log 2` and `y`. -/
theorem log_cosh_bounds {y : ℝ} (hy : 0 ≤ y) :
    y - log 2 ≤ log (cosh y) ∧ log (cosh y) ≤ y := by
  have hc := Real.cosh_eq y
  have hm : exp (-y) ≤ exp y := Real.exp_le_exp.mpr (by linarith)
  have hpos := Real.exp_pos (-y)
  constructor
  · have h1 : log (exp y / 2) ≤ log (cosh y) :=
      Real.log_le_log (half_pos (Real.exp_pos y)) (by linarith)
    rwa [Real.log_div (Real.exp_pos y).ne' two_ne_zero, Real.log_exp] at h1
  · have h1 : log (cosh y) ≤ log (exp y) :=
      Real.log_le_log (Real.cosh_pos y) (by linarith)
    rwa [Real.log_exp] at h1

/-- For `s ≥ 0` with `cosh s = 1 + h²k²/2` and a nonzero shift `e`, the logarithm of the
error amplification in the echo, divided by the number of steps `n`, tends to `s`. -/
theorem echo_growth_rate {k h s e : ℝ} (hs : cosh s = 1 + h ^ 2 * k ^ 2 / 2)
    (hs0 : 0 ≤ s) (he : e ≠ 0) (x : ℝ × ℝ) :
    Tendsto (fun n : ℕ => log (|(loschmidtEcho k h e n x).1 - x.1| / |e|) / (n : ℝ))
      atTop (𝓝 s) := by
  have hf : ∀ n : ℕ, |(loschmidtEcho k h e n x).1 - x.1| / |e| = cosh (n * s) := by
    intro n
    rw [echo_position_error hs, abs_mul, abs_of_pos (Real.cosh_pos _),
      mul_div_cancel_left₀ _ (abs_ne_zero.mpr he)]
  simp only [hf]
  have h0 : Tendsto (fun n : ℕ => log 2 / (n : ℝ)) atTop (𝓝 0) :=
    tendsto_const_div_atTop_nhds_zero_nat _
  have hl : Tendsto (fun n : ℕ => s - log 2 / (n : ℝ)) atTop (𝓝 s) := by
    simpa using (tendsto_const_nhds (x := s)).sub h0
  -- squeeze between s - log 2 / n and s
  refine tendsto_of_tendsto_of_tendsto_of_le_of_le' hl tendsto_const_nhds ?_ ?_
  · filter_upwards [eventually_gt_atTop 0] with n hn
    have hn' : (0 : ℝ) < n := by exact_mod_cast hn
    have hb := (log_cosh_bounds (mul_nonneg hn'.le hs0)).1
    rw [le_div_iff₀ hn', sub_mul, div_mul_cancel₀ _ hn'.ne']
    linarith
  · filter_upwards [eventually_gt_atTop 0] with n hn
    have hn' : (0 : ℝ) < n := by exact_mod_cast hn
    have hb := (log_cosh_bounds (mul_nonneg hn'.le hs0)).2
    rw [div_le_iff₀ hn']
    linarith

end

end LoschmidtEchoVerlet
```

```lean
#print axioms LoschmidtEchoVerlet.echo_position_error
#print axioms LoschmidtEchoVerlet.echo_error_lt
#print axioms LoschmidtEchoVerlet.echo_growth_rate
```

```
'LoschmidtEchoVerlet.echo_position_error' depends on axioms: [propext, Classical.choice, Quot.sound]
'LoschmidtEchoVerlet.echo_error_lt' depends on axioms: [propext, Classical.choice, Quot.sound]
'LoschmidtEchoVerlet.echo_growth_rate' depends on axioms: [propext, Classical.choice, Quot.sound]
```

## The echo as a map on position and momentum

A state is a pair of real numbers $(q,p)$, in Lean `x : ℝ × ℝ` with `x.1` the position and `x.2` the momentum. The mass is one, so momentum and velocity are the same number. The function `velocityVerlet a h` takes any acceleration `a`, and `repulsion k` supplies $k^2q$. The letter $k$ is a rate, with the dimension of inverse time; the potential energy of the barrier is $-k^2q^2/2$, so its force constant, the second derivative, is $-k^2$.

The definition `loschmidtEcho k h e n x` is read from the inside out: $n$ steps, a momentum flip, a position shift by $e$, $n$ more steps and a second flip. The notation `^[n]` means that a map is applied $n$ times. The last flip restores the original sign convention for the momentum, so that the final state can be compared directly with the initial one.

The main theorem, `echo_position_error`, says that for all real $h$, $k$, $s$ with $\cosh s = 1+h^2k^2/2$, every shift $e$, every natural number $n$ and every initial state, the final position minus the initial one is $e\cosh(ns)$. The error doesn't depend on where the particle starts or how fast it moves. At $n=0$ it is $e$ itself. The companion `loschmidtEcho_eq` also gives the final momentum.

The condition on $s$ fixes, up to sign, the growth rate per step of the numerical motion: if $hk\neq0$ and $s>0$, one Verlet step multiplies its growing and decaying modes by $e^{s}$ and $e^{-s}$ (here $e$ is the base of the exponential, elsewhere the shift). It restricts neither $h$ nor $k$, because `cosh_two_arsinh` shows that $s = 2\,\mathrm{arsinh}(hk/2)$ always satisfies it.

## Reversibility on an unstable barrier

In quantum mechanics, "Loschmidt echo" usually means the squared modulus of the overlap between a state and its image after forward evolution and imperfect backward evolution. The echo here is classical, and it measures a distance in position.

With $e=0$ the formula for the full state returns the initial state exactly, which is the time reversibility of velocity Verlet for this force. The theorems concern real numbers; in a floating-point calculation, rounding errors are further disturbances that the unstable motion can amplify. With $e\neq0$ and $hk\neq0$, the same reversible map amplifies the disturbance exponentially as $n$ grows. For molecular dynamics this shows, in a one-dimensional model with a linear force, that a reversible integrator gives no protection against instability of the motion.

Two further theorems make the growth quantitative. For $h,k>0$, $e\neq0$ and $n\geq1$, `echo_error_lt` bounds the error strictly below $|e|\cosh(nhk)$. Solving $\ddot q=k^2q$ by ordinary calculus shows that this bound is the size of the echo error for the exact motion over the same time $nh$, so the position error is smaller under Verlet than under the true dynamics. The theorem `echo_growth_rate` says that, for $s\geq0$ and $e\neq0$, the logarithm of the amplification divided by $n$ tends to $s$. Both $s$ and $-s$ satisfy the relation with $\cosh s$, and the sign condition selects the one that is the growth rate.

To apply this model to a simulated molecule, one replaces its force field by a linear force near a saddle point and follows a single unstable normal mode. The theorems give no estimate of the error made in that replacement.

## From one step to the full echo

Write $c = 1+h^2k^2/2 = \cosh s$. The new position is

$$q' = q + hp + \tfrac{h^2}{2}k^2q = cq + hp.$$

The new momentum uses the average of the old and new accelerations:

$$p' = p + \tfrac{h}{2}k^2(q+q') = gq + cp,\qquad g = hk^2\left(1+\tfrac{h^2k^2}{4}\right).$$

The product of the off-diagonal coefficients is

$$hg = h^2k^2+\tfrac{h^4k^4}{4} = c^2-1 = \sinh^2 s.$$

To write down $n$ steps, define $u_0=0$ and $u_{n+1}=\cosh s\,u_n+\cosh(ns)$. Then $u_n\sinh s=\sinh(ns)$. This is clear for $n=0$, and if it holds for $n$, then

$$u_{n+1}\sinh s = \cosh s\,\sinh(ns)+\cosh(ns)\sinh s=\sinh((n+1)s).$$

With $C_n=\cosh(ns)$, the state after $n$ steps is

$$q_n=C_nq+hu_np,\qquad p_n=gu_nq+C_np.$$

For $n=0$ this is the initial state. One more step gives

$$q_{n+1}=cq_n+hp_n=(cC_n+hgu_n)q+h(cu_n+C_n)p.$$

Since $hgu_n=\sinh^2s\,u_n=\sinh s\,\sinh(ns)$, the first bracket is $\cosh((n+1)s)$, and the second is $u_{n+1}$. In the same way,

$$p_{n+1}=gq_n+cp_n=g(C_n+cu_n)q+(hgu_n+cC_n)p,$$

which has the required form.

The determinant of the $n$-step map is

$$C_n^2-hgu_n^2=\cosh^2(ns)-\sinh^2(ns)=1.$$

After the first flip and the shift, the state is $(q_n+e,-p_n)$. Another $n$ steps give the position

$$C_n(q_n+e)-hu_np_n=(C_n^2-hgu_n^2)q+eC_n=q+e\cosh(ns).$$

The terms in $p$ cancel. The momentum before the final flip is

$$gu_n(q_n+e)-C_np_n=-(C_n^2-hgu_n^2)p+egu_n=-p+egu_n,$$

so the flip leaves $p-egu_n$.

For the comparison with $hk$, the half-angle formula $\cosh s=1+2\sinh^2(s/2)$ gives $2\sinh(|s|/2)=hk$ when $h,k>0$. Here $s\neq0$, and $\sinh y>y$ for $y>0$, so $|s|<hk$. Because $\cosh$ increases with the absolute value of its argument, $\cosh(ns)<\cosh(nhk)$ for $n\geq1$.

For the growth rate, let $y=ns\geq0$. From $e^y/2\leq\cosh y\leq e^y$, with $e$ again the base of the exponential, one obtains $y-\log2\leq\log\cosh y\leq y$. Division by $n\geq1$ places the logarithmic amplification per step between $s-(\log2)/n$ and $s$, and both bounds tend to $s$.

## The same algebra in Lean

The sequence $u_n$ is `sinhRatio`. Its recursive definition avoids the quotient $\sinh(ns)/\sinh s$, so the closed form of $n$ steps covers the case $s=0$ as well; there $u_n=n$. The lemma `sinhRatio_mul_sinh` proves the product formula by induction, and `sinh_sq_of_step` supplies $hg=\sinh^2s$.

In `verlet_iterate`, `Function.iterate_succ_apply'` places the additional step outside the first $n$, as in the derivation. The induction hypothesis then replaces the inner state by its closed form, and `Prod.ext` splits the equality of states into position and momentum. The theorem `loschmidtEcho_eq` first establishes the determinant under the name `det`, then uses it once for each component. The main theorem reads off the position.

In `abs_exponent_lt`, the inequality is immediate if $s=0$. Otherwise, assuming $hk\leq|s|$ leads to $hk<2\sinh(|s|/2)$, which contradicts the equality of their squares. The bound on the echo error takes $s=2\,\mathrm{arsinh}(hk/2)$ and applies this inequality. The limit follows from `log_cosh_bounds` and a squeeze argument.

The tactic that carries the algebra is `linear_combination`. It is given known equations with coefficients and checks, by the rules of commutative rings, that their weighted sum accounts for the difference between the two sides of the goal. It doesn't have to know anything about hyperbolic functions: $\cosh s$ and $\sinh s$ are treated as symbols, and their relations enter through the supplied equations.

For the position in the induction step, three equations suffice. The equation `hs`, with coefficient $-q_n$, exchanges $1+h^2k^2/2$ for $\cosh s$. The equation `key`, with coefficient $qu_n$, exchanges $hg$ for $\sinh^2s$. Finally `hu`, with coefficient $q\sinh s$, exchanges $u_n\sinh s$ for $\sinh(ns)$. These are the three substitutions made in the derivation above, and the coefficients record where each one is applied.

## One step in a simulation

A molecular dynamics program commonly carries out the step as a half kick, a drift and another half kick. It first forms $p_{1/2}=p+\tfrac h2a(q)$, where $a(q)$ is the acceleration, then moves the particle to $q'=q+hp_{1/2}$. It evaluates the acceleration there and sets $p'=p_{1/2}+\tfrac h2a(q')$. Substituting $p_{1/2}$ gives the formula in `velocityVerlet`. The acceleration at $q'$ is kept for the next step, so each step needs one new force evaluation. After the position shift in the echo, the stored value is out of date and the acceleration has to be evaluated again at the shifted position.

Take $h=k=1$ in reduced units, and start at $(1,0)$. The half kick gives $p_{1/2}=0.5$, the drift gives $q'=1.5$, and the second half kick gives $p'=1.25$. Flip the momentum and shift the position by $e=0.1$, which gives $(1.6,-1.25)$. The next step leads to $(1.15,0.125)$, and the final flip to $(1.15,-0.125)$. The position error is $0.15=0.1\times1.5$, as the theorem requires for $n=1$, where $\cosh s=1.5$.

With ten steps in each direction, the amplification is $\cosh(10s)=7563.5$. The exact motion over the same time would give $\cosh10\approx11013$.
